# Redlich–Kister coefficients of a random binary alloy from its cluster interactions

Suppose a code turns a cluster expansion into a solution model by sending pairs to the constant coefficient, triplets to the linear one and four-site clusters to the quadratic one. At equal composition, a single four-site cluster whose energy is \(J\) times the product of its four spins, each \(1\) or \(-1\), then contributes nothing to the mixing energy. For independently occupied sites the correct contribution is \(-J\). The error arises because a four-site cluster feeds the constant coefficient as well as the quadratic one.

## Which powers each cluster feeds

Take \(N\) sites. Site \(i\) carries a spin \(s_i=1\) with probability \(x\) and \(s_i=-1\) with probability \(1-x\), independently of the other sites, so its mean spin is \(m=2x-1\). The energy is

\[
E=\sum_S J_S\prod_{i\in S}s_i ,
\]

where \(S\) runs over all subsets of the sites and \(J_S\) is the interaction of cluster \(S\). Write \(\langle E\rangle_x\) for the mean energy at composition \(x\). The mixing energy is this mean minus its linear interpolation between the end compositions:

\[
\Delta E(x)=\langle E\rangle_x-\bigl[(1-x)\langle E\rangle_0+x\langle E\rangle_1\bigr].
\]

Let \(K(n)\) be the set of natural numbers \(k\), zero included, with \(k+2\le n\) and the same parity as \(n\). Then

\[
\Delta E(x)=-4x(1-x)\sum_S J_S\sum_{k\in K(|S|)}m^k ,
\]

with \(m^0=1\) also at \(x=1/2\). Collecting equal powers gives a Redlich–Kister polynomial:

\[
\Delta E(x)=x(1-x)\sum_{k=0}^{N-1}L_k m^k,\qquad
L_k=-4\sum_{\substack{|S|\ge k+2\\ |S|\equiv k\ (\mathrm{mod}\ 2)}}J_S .
\]

## Converting interactions and checking a sampler

A code that exports random-alloy energies to a solution model can compute \(L_k\) directly from the interactions, without fitting a polynomial to sampled energies. The formula can also test a sampler that occupies each site independently: its average energy should approach the interpolated end energies plus \(\Delta E(x)\), within statistical error. Both uses are confined to uncorrelated occupation of a finite set of sites, with interactions that do not depend on composition.

Two conventions matter in an implementation. Each subset is counted once and \(E\) is the energy of the whole cell, so an interaction shared by \(M\) equivalent clusters enters \(L_k\) with weight \(M\); dividing by \(N\) gives values per site. The variable \(x\) is the fraction of the species with spin \(1\), and measuring composition by the other species reverses the sign of every odd-order coefficient.

## Factorise, subtract the chord, collect the powers

Independence turns the mean of a cluster product into a product over sites. A site in \(S\) contributes \(x\cdot1+(1-x)(-1)=m\), and a site outside \(S\) contributes \(x+(1-x)=1\). Hence, with \(n=|S|\),

\[
\Bigl\langle\prod_{i\in S}s_i\Bigr\rangle_x=m^n .
\]

At \(x=0\) this is \((-1)^n\), and at \(x=1\) it is \(1\). The mixing part of one cluster product is therefore

\[
D_n=m^n-\bigl[(1-x)(-1)^n+x\bigr].
\]

The two smallest cases vanish:

\[
D_0=1-(1-x+x)=0,\qquad D_1=(2x-1)-(-(1-x)+x)=0 .
\]

Raising \(n\) by two leaves the bracket unchanged, because \((-1)^{n+2}=(-1)^n\). Consequently

\[
D_{n+2}-D_n=m^n(m^2-1)=-4x(1-x)m^n ,
\]

since \((2x-1)^2-1=4x^2-4x\). Going from \(n\) to \(n+2\) also adds exactly one element, \(n\), to \(K(n)\). Induction in steps of two gives

\[
D_n=-4x(1-x)\sum_{k\in K(n)}m^k .
\]

The mean and the interpolation are both linear in the energy, so \(\Delta E=\sum_S J_S D_{|S|}\), which is the first formula. Exchanging the sums over \(S\) and \(k\) places \(J_S\) in \(L_k\) exactly when \(k\in K(|S|)\), which gives the second.

If no cluster larger than a triplet interacts, only \(K(2)=\{0\}\) and \(K(3)=\{1\}\) contribute:

\[
\Delta E(x)=-4x(1-x)\Bigl[\sum_{|S|=2}J_S+m\sum_{|S|=3}J_S\Bigr].
\]

This is the composition dependence of a subregular solution.

## The Lean 4 file

```lean
import Mathlib

open Finset

namespace ClusterExpansionMixing

noncomputable section

variable {ι : Type*} [Fintype ι] [DecidableEq ι]

/-- The spin value of a site: `1` for one species and `-1` for the other. -/
def spin : Bool → ℝ
  | true => 1
  | false => -1

/-- The probability of each species on a site at composition `x`. -/
def siteProb (x : ℝ) : Bool → ℝ
  | true => x
  | false => 1 - x

/-- The mean of an observable over independently occupied sites at composition `x`. -/
def alloyMean (x : ℝ) (f : (ι → Bool) → ℝ) : ℝ :=
  ∑ σ : ι → Bool, (∏ i, siteProb x (σ i)) * f σ

/-- The product of the spins on the cluster `S`. -/
def clusterSpin (S : Finset ι) (σ : ι → Bool) : ℝ := ∏ i ∈ S, spin (σ i)

/-- The cluster-expansion energy with interactions `J`. -/
def energy (J : Finset ι → ℝ) (σ : ι → Bool) : ℝ := ∑ S, J S * clusterSpin S σ

/-- The alloy mean of an observable minus the linear interpolation between its
means at `x = 0` and `x = 1`. -/
def mixing (f : (ι → Bool) → ℝ) (x : ℝ) : ℝ :=
  alloyMean x f - ((1 - x) * alloyMean 0 f + x * alloyMean 1 f)

/-- The natural numbers `k` with `k + 2 ≤ n` and the same parity as `n`. -/
def orders (n : ℕ) : Finset ℕ := (range n).filter (fun k => k + 2 ≤ n ∧ k % 2 = n % 2)

/-- For `0 ≤ x ≤ 1` the configuration weights are nonnegative and sum to one,
and the mean spin of a site is `2x - 1`. -/
theorem weights_are_probabilities (x : ℝ) (h0 : 0 ≤ x) (h1 : x ≤ 1) :
    (∀ σ : ι → Bool, 0 ≤ ∏ i, siteProb x (σ i)) ∧
    (∑ σ : ι → Bool, ∏ i, siteProb x (σ i)) = 1 ∧
    (∑ b : Bool, siteProb x b * spin b) = 2 * x - 1 := by
  refine ⟨fun σ => Finset.prod_nonneg fun i _ => ?_, ?_, ?_⟩
  · cases σ i
    · simp only [siteProb]; linarith
    · simp only [siteProb]; exact h0
  · calc (∑ σ : ι → Bool, ∏ i, siteProb x (σ i))
        = ∏ _i : ι, ∑ b : Bool, siteProb x b := by
          rw [Finset.prod_univ_sum, Fintype.piFinset_univ]
      _ = 1 := by simp [siteProb]
  · simp only [Fintype.sum_bool, siteProb, spin]
    ring

/-- At `x = 0` and `x = 1` the alloy mean of any observable is its value in the
crystal with all spins `-1` and all spins `1`, respectively. -/
theorem alloyMean_pure (f : (ι → Bool) → ℝ) :
    alloyMean 0 f = f (fun _ => false) ∧ alloyMean 1 f = f (fun _ => true) := by
  constructor
  · unfold alloyMean
    rw [Finset.sum_eq_single (fun _ : ι => false)]
    · simp [siteProb]
    · intro σ _ h
      obtain ⟨i, hi⟩ := Function.ne_iff.mp h
      have hb : σ i = true := by simpa using hi
      have hz : ∏ j, siteProb 0 (σ j) = 0 :=
        Finset.prod_eq_zero (Finset.mem_univ i) (by simp [hb, siteProb])
      rw [hz, zero_mul]
    · intro h
      exact absurd (Finset.mem_univ _) h
  · unfold alloyMean
    rw [Finset.sum_eq_single (fun _ : ι => true)]
    · simp [siteProb]
    · intro σ _ h
      obtain ⟨i, hi⟩ := Function.ne_iff.mp h
      have hb : σ i = false := by simpa using hi
      have hz : ∏ j, siteProb 1 (σ j) = 0 :=
        Finset.prod_eq_zero (Finset.mem_univ i) (by simp [hb, siteProb])
      rw [hz, zero_mul]
    · intro h
      exact absurd (Finset.mem_univ _) h

/-- The power `(2x - 1)^n` minus its linear interpolation between `x = 0` and `x = 1`
is `-4x(1-x)` times the sum of the lower powers of the same parity. -/
theorem power_sub_chord (x : ℝ) : ∀ n : ℕ,
    (2 * x - 1) ^ n - ((1 - x) * (-1) ^ n + x)
      = -4 * x * (1 - x) * ∑ k ∈ orders n, (2 * x - 1) ^ k
  | 0 => by
    have h : orders 0 = ∅ := by decide
    rw [h, Finset.sum_empty]; ring
  | 1 => by
    have h : orders 1 = ∅ := by decide
    rw [h, Finset.sum_empty]; ring
  | n + 2 => by
    have ih := power_sub_chord x n
    -- raising the size by two adds exactly one new power
    have hstep : orders (n + 2) = insert n (orders n) := by
      ext k
      simp only [orders, Finset.mem_filter, Finset.mem_range, Finset.mem_insert]
      omega
    have hn : n ∉ orders n := by simp [orders]
    have h1 : (2 * x - 1) ^ (n + 2) = (2 * x - 1) ^ n * (2 * x - 1) ^ 2 := pow_add _ _ _
    have h2 : (-1 : ℝ) ^ (n + 2) = (-1) ^ n * (-1) ^ 2 := pow_add _ _ _
    rw [hstep, Finset.sum_insert hn, h1, h2]
    linear_combination ih

/-- The mixing part of a single cluster product in the random alloy. -/
theorem mixing_clusterSpin (S : Finset ι) (x : ℝ) :
    mixing (clusterSpin S) x
      = -4 * x * (1 - x) * ∑ k ∈ orders S.card, (2 * x - 1) ^ k := by
  -- independence factorises the configuration sum site by site
  have mean : ∀ y : ℝ, alloyMean y (clusterSpin S) = (2 * y - 1) ^ S.card := by
    intro y
    have hS : ∀ σ : ι → Bool,
        ∏ i ∈ S, spin (σ i) = ∏ i, if i ∈ S then spin (σ i) else 1 := fun σ => by
      rw [Finset.prod_ite_mem, Finset.univ_inter]
    calc alloyMean y (clusterSpin S)
        = ∑ σ : ι → Bool, ∏ i, (siteProb y (σ i) * if i ∈ S then spin (σ i) else 1) := by
          simp only [alloyMean, clusterSpin, hS, Finset.prod_mul_distrib]
      _ = ∏ i : ι, ∑ b : Bool, (siteProb y b * if i ∈ S then spin b else 1) := by
          rw [Finset.prod_univ_sum, Fintype.piFinset_univ]
      _ = ∏ i : ι, if i ∈ S then (2 * y - 1) else 1 := by
          refine Finset.prod_congr rfl fun i _ => ?_
          by_cases h : i ∈ S <;>
            simp only [h, Fintype.sum_bool, siteProb, spin, if_true, if_false] <;> ring
      _ = (2 * y - 1) ^ S.card := by
          rw [Finset.prod_ite_mem, Finset.univ_inter, Finset.prod_const]
  have e0 : (2 * 0 - 1 : ℝ) = -1 := by norm_num
  have e1 : (2 * 1 - 1 : ℝ) = 1 := by norm_num
  unfold mixing
  rw [mean x, mean 0, mean 1, e0, e1, one_pow]
  linear_combination power_sub_chord x S.card

/-- The mixing energy of the random alloy is `-4x(1-x)` times the sum over clusters of `J S` times
the sum of the powers `(2x-1)^k` with `k + 2 ≤ |S|` and `k` of the parity of `|S|`. -/
theorem mixing_energy (J : Finset ι → ℝ) (x : ℝ) :
    mixing (energy J) x
      = -4 * x * (1 - x) * ∑ S, J S * ∑ k ∈ orders S.card, (2 * x - 1) ^ k := by
  have lin : ∀ y : ℝ, alloyMean y (energy J) = ∑ S, J S * alloyMean y (clusterSpin S) := by
    intro y
    simp only [alloyMean, energy, Finset.mul_sum]
    rw [Finset.sum_comm]
    exact Finset.sum_congr rfl fun S _ => Finset.sum_congr rfl fun σ _ => by ring
  -- the mixing part is linear in the interactions
  have hmix : mixing (energy J) x = ∑ S, J S * mixing (clusterSpin S) x := by
    simp only [mixing, lin, Finset.mul_sum, ← Finset.sum_add_distrib,
      ← Finset.sum_sub_distrib]
    exact Finset.sum_congr rfl fun S _ => by ring
  rw [hmix, Finset.mul_sum]
  refine Finset.sum_congr rfl fun S _ => ?_
  rw [mixing_clusterSpin]
  ring

/-- The coefficient `L_k`: minus four times the sum of the interactions of all clusters
with at least `k + 2` sites and a size of the parity of `k`. -/
def redlichKister (J : Finset ι → ℝ) (k : ℕ) : ℝ :=
  -4 * ∑ S : Finset ι with (k + 2 ≤ S.card ∧ k % 2 = S.card % 2), J S

/-- The mixing energy of the random alloy is a Redlich-Kister polynomial
`x(1-x) ∑ L_k (2x-1)^k` with coefficients given by the cluster interactions. -/
theorem mixing_energy_redlichKister (J : Finset ι → ℝ) (x : ℝ) :
    mixing (energy J) x
      = x * (1 - x) * ∑ k ∈ range (Fintype.card ι), redlichKister J k * (2 * x - 1) ^ k := by
  have inner : ∀ S : Finset ι, ∑ k ∈ orders S.card, (2 * x - 1) ^ k
      = ∑ k ∈ range (Fintype.card ι),
          if k + 2 ≤ S.card ∧ k % 2 = S.card % 2 then (2 * x - 1) ^ k else 0 := by
    intro S
    have hc := Finset.card_le_univ S
    rw [← Finset.sum_filter]
    refine Finset.sum_congr ?_ fun _ _ => rfl
    ext k
    simp only [orders, Finset.mem_filter, Finset.mem_range]
    omega
  -- collect the clusters that feed each power
  have key : ∑ S, J S * ∑ k ∈ orders S.card, (2 * x - 1) ^ k
      = ∑ k ∈ range (Fintype.card ι),
          (∑ S : Finset ι with (k + 2 ≤ S.card ∧ k % 2 = S.card % 2), J S)
            * (2 * x - 1) ^ k := by
    simp only [inner, Finset.mul_sum]
    rw [Finset.sum_comm]
    refine Finset.sum_congr rfl fun k _ => ?_
    rw [Finset.sum_filter, Finset.sum_mul]
    refine Finset.sum_congr rfl fun S _ => ?_
    split_ifs <;> ring
  rw [mixing_energy, key, Finset.mul_sum, Finset.mul_sum]
  refine Finset.sum_congr rfl fun k _ => ?_
  unfold redlichKister
  ring

/-- If no cluster of more than three sites interacts, the mixing energy has the
subregular-solution form with one pair and one triplet coefficient. -/
theorem mixing_energy_subregular (J : Finset ι → ℝ) (x : ℝ)
    (hJ : ∀ S : Finset ι, 3 < S.card → J S = 0) :
    mixing (energy J) x = -4 * x * (1 - x) *
      ((∑ S : Finset ι with S.card = 2, J S)
        + (2 * x - 1) * ∑ S : Finset ι with S.card = 3, J S) := by
  have o0 : orders 0 = ∅ := by decide
  have o1 : orders 1 = ∅ := by decide
  have o2 : orders 2 = {0} := by decide
  have o3 : orders 3 = {1} := by decide
  have key : ∑ S, J S * ∑ k ∈ orders S.card, (2 * x - 1) ^ k
      = (∑ S : Finset ι with S.card = 2, J S)
        + (2 * x - 1) * ∑ S : Finset ι with S.card = 3, J S := by
    rw [Finset.sum_filter, Finset.sum_filter, Finset.mul_sum, ← Finset.sum_add_distrib]
    refine Finset.sum_congr rfl fun S _ => ?_
    by_cases h : 3 < S.card
    · simp [hJ S h]
    · have hc : S.card = 0 ∨ S.card = 1 ∨ S.card = 2 ∨ S.card = 3 := by omega
      rcases hc with hc | hc | hc | hc
      · rw [hc, o0]; norm_num
      · rw [hc, o1]; norm_num
      · rw [hc, o2]; norm_num
      · rw [hc, o3, Finset.sum_singleton, if_neg (by norm_num), if_pos rfl]; ring
  rw [mixing_energy, key]

end

end ClusterExpansionMixing
```

```lean
#print axioms ClusterExpansionMixing.weights_are_probabilities
#print axioms ClusterExpansionMixing.alloyMean_pure
#print axioms ClusterExpansionMixing.mixing_energy_redlichKister
#print axioms ClusterExpansionMixing.mixing_energy_subregular
```

```
'ClusterExpansionMixing.weights_are_probabilities' depends on axioms: [propext, Classical.choice, Quot.sound]
'ClusterExpansionMixing.alloyMean_pure' depends on axioms: [propext, Classical.choice, Quot.sound]
'ClusterExpansionMixing.mixing_energy_redlichKister' depends on axioms: [propext, Classical.choice, Quot.sound]
'ClusterExpansionMixing.mixing_energy_subregular' depends on axioms: [propext, Classical.choice, Quot.sound]
```

## Configurations, means and theorems in Lean

The finite type `ι` is the set of sites, and a configuration is a function `σ : ι → Bool`, with `true` for spin \(1\). `alloyMean` is an exact sum over all configurations, weighted by the product of the site probabilities. `energy` sums over every `Finset ι`, so the empty cluster and single sites are included; they cancel from the mixing energy. `mixing` subtracts the linear interpolation for any observable, and `orders n` is the set \(K(n)\).

`mixing_energy` states the first formula and `mixing_energy_redlichKister` the second, with `redlichKister J k` for \(L_k\). Both hold for every real `x`. The probabilistic reading requires \(0\le x\le1\), and `weights_are_probabilities` supplies it: on that interval the weights are nonnegative and sum to one, and a site has mean spin \(2x-1\). `alloyMean_pure` identifies the end means with the values in the two pure crystals.

`mixing_energy_subregular` has one further hypothesis, `hJ`, which sets every interaction beyond triplets to zero. Physically it represents a truncated expansion. The theorem does not estimate the error of truncating a longer one.

## Trading a configuration sum for a product over sites

The proof turns on Mathlib's `Finset.prod_univ_sum`, which expands a product of sums into a sum of products with one choice per factor. For two sites it is the familiar

\[
(a_++a_-)(b_++b_-)=a_+b_++a_+b_-+a_-b_++a_-b_- .
\]

Its choices range over a set called `Fintype.piFinset`. When every option is allowed at every site, `Fintype.piFinset_univ` identifies that set with all configurations.

The lemma needs one factor for each site, whereas a cluster product has factors only on \(S\). In `mixing_clusterSpin`, the step `hS` therefore pads the product with ones, writing the factor as `if i ∈ S then spin (σ i) else 1`. The configuration sum then splits into two-term sums, which evaluate to \(m\) on the cluster and \(1\) elsewhere. This is the factorisation in the derivation above, and the same lemma proves that the weights sum to one.

The rest follows the algebra closely. `power_sub_chord` is the two-step induction: `hstep` says that one new power appears, and `linear_combination ih` subtracts the induction hypothesis and leaves the identity for \(m^2-1\) to be checked as polynomial algebra. In `mixing_energy`, `lin` and `hmix` express linearity in the interactions. In the Redlich–Kister theorem, `inner` extends each sum over `orders S.card` to a common range of powers, with zeros where a power is absent, so that `Finset.sum_comm` can exchange the two sums. The subregular theorem evaluates `orders` for sizes zero to three and uses `hJ` for all larger clusters.

## Correlations, entropy and reference states

The theorems settle the algebra for exact real numbers. They do not verify an implementation's cluster enumeration or its floating-point arithmetic, and they do not say how well a given set of interactions describes a material.

Independent occupation excludes short-range order, so the result is in general not the energy of an equilibrated alloy at finite temperature. It also generally differs from the average obtained by shuffling a cell with a fixed number of atoms of each species. In such a cell with \(N\ge2\), the mean product of two different spins is \((Nm^2-1)/(N-1)\) instead of \(m^2\), a finite-size shift obtained by squaring the total spin and not treated in the file.

Redlich–Kister and subregular models usually describe an excess Gibbs energy. Here the polynomial form is established for the configurational energy alone, without entropy or temperature. The reference states are the two pure crystals on the same sites with the same interactions, so a pure element that prefers another lattice needs a separate energy difference in the solution model.
